# At thermal equilibrium, three-phonon fusion and splitting balance exactly when energy is conserved

In a crystal at temperature \(T\), anharmonicity lets two phonons fuse into a third, and lets the third split back into the two. Both directions share the same squared matrix element, so at equilibrium their balance depends on the occupation factors and on how energy conservation is imposed. A numerical calculation samples wavevectors on a finite mesh, where few triples conserve energy exactly, and the delta function is often replaced by a smooth peak of finite width. Triples with a small energy mismatch then contribute too. Do the two directions still cancel for them?

For phonons with Bose occupations, the answer follows from a closed form for each direction.

```lean
import Mathlib

open Finset

namespace PhononDetailedBalance

noncomputable section
```

The first line loads the Mathlib library. `open Finset` allows short names for facts about finite products, and the namespace keeps the names below together.

## Occupations and mismatch

```lean
/-- The Bose factor `n(x) = 1 / (exp x - 1)` of a phonon with reduced energy `x = ħω / k_B T`,
for `x ≠ 0`. -/
def bose (x : ℝ) : ℝ := 1 / (Real.exp x - 1)
```

A `def` introduces a function. For a phonon of angular frequency \(\omega\), let \(x=\hbar\omega/k_BT\) be its reduced energy. Then `bose x` is the equilibrium occupation

\[ n(x)=\frac{1}{e^{x}-1}. \]

The type `ℝ` admits every real \(x\), but the theorems assume \(x\neq0\) or \(x>0\). Zero-frequency acoustic modes are therefore excluded; Lean's convention for division by zero would give them the meaningless value \(n(0)=0\).

```lean
/-- The energy mismatch `d = x1 + x2 - x3` of the process in which phonons 1 and 2 fuse into 3. -/
def mismatch (x1 x2 x3 : ℝ) : ℝ := x1 + x2 - x3
```

The mismatch is \(d=x_1+x_2-x_3\), measured in units of \(k_BT\). It is positive when the two fusing phonons carry more energy than the third.

```lean
/-- The occupation factor `n1 n2 (n3 + 1)` of fusion, for nonzero reduced energies. -/
def fusion (x1 x2 x3 : ℝ) : ℝ := bose x1 * bose x2 * (bose x3 + 1)
```

Write \(n_i=n(x_i)\). Fusion absorbs phonons 1 and 2 and emits phonon 3, so its factor is \(F=n_1n_2(n_3+1)\). The added 1 is spontaneous emission.

```lean
/-- The occupation factor `(n1 + 1) (n2 + 1) n3` of splitting, for nonzero reduced energies. -/
def splitting (x1 x2 x3 : ℝ) : ℝ := (bose x1 + 1) * (bose x2 + 1) * bose x3
```

Splitting runs the other way, with factor \(R=(n_1+1)(n_2+1)n_3\). Matrix elements and prefactors common to both directions are left out.

```lean
/-- The product `S = 8 sinh(x1/2) sinh(x2/2) sinh(x3/2)`. -/
def sinhProduct (x1 x2 x3 : ℝ) : ℝ :=
  8 * Real.sinh (x1 / 2) * Real.sinh (x2 / 2) * Real.sinh (x3 / 2)
```

This is \(S=8\sinh(x_1/2)\sinh(x_2/2)\sinh(x_3/2)\), which will be the common denominator of \(F\) and \(R\).

## One phonon at a time

```lean
/-- For nonzero reduced energy, the emission factor `n + 1` is `exp x` times the absorption
factor `n`. -/
theorem bose_add_one {x : ℝ} (hx : x ≠ 0) : bose x + 1 = Real.exp x * bose x := by
  have h : Real.exp x - 1 ≠ 0 := by
    simpa [sub_eq_zero, Real.exp_eq_one_iff] using hx
  have h1 : (Real.exp x - 1) * bose x = 1 := mul_one_div_cancel h
  linear_combination -h1
```

A `theorem` lists its hypotheses before the colon and its claim after it. Here `hx` is the name of the assumption \(x\neq0\), and the claim is \(n+1=e^{x}n\).

By hand, the definition gives \((e^{x}-1)n=1\), and moving \(n\) to the other side gives the result. In the proof, `h` says that the denominator is nonzero, `h1` is the equation just written, and `linear_combination` does the rearrangement.

```lean
/-- For nonzero reduced energy, `n` and `n + 1` are `exp(-x/2)` and `exp(x/2)` over the common
denominator `2 sinh(x/2)`. -/
theorem bose_mul_sinh {x : ℝ} (hx : x ≠ 0) :
    bose x * (2 * Real.sinh (x / 2)) = Real.exp (-x / 2) ∧
      (bose x + 1) * (2 * Real.sinh (x / 2)) = Real.exp (x / 2) := by
  have h : Real.exp x - 1 ≠ 0 := by
    simpa [sub_eq_zero, Real.exp_eq_one_iff] using hx
  have h1 : (Real.exp x - 1) * bose x = 1 := mul_one_div_cancel h
  have e : Real.exp (-x / 2) * Real.exp x = Real.exp (x / 2) := by
    rw [← Real.exp_add]
    congr 1
    ring
  -- pull the factor exp(-x/2) out of the hyperbolic sine
  have hs : 2 * Real.sinh (x / 2) = Real.exp (-x / 2) * (Real.exp x - 1) := by
    rw [Real.sinh_eq, ← neg_div]
    linear_combination -e
  have h2 : bose x * (2 * Real.sinh (x / 2)) = Real.exp (-x / 2) := by
    rw [hs]
    linear_combination Real.exp (-x / 2) * h1
  refine ⟨h2, ?_⟩
  rw [bose_add_one hx, mul_assoc, h2, mul_comm, e]
```

The symbol `∧` means "and", so two identities are claimed:

\[ n\cdot 2\sinh\frac{x}{2}=e^{-x/2},\qquad (n+1)\cdot 2\sinh\frac{x}{2}=e^{x/2}. \]

For the first, pull a factor out of the hyperbolic sine:

\[ 2\sinh\frac{x}{2}=e^{x/2}-e^{-x/2}=e^{-x/2}(e^{x}-1). \]

Multiplying by \(n\) cancels the bracket. For the second, replace \(n+1\) by \(e^{x}n\) and use the first, which gives \(e^{x}e^{-x/2}=e^{x/2}\). The factorisation is `hs` in the proof, and the first identity is `h2`.

```lean
/-- The product `S` is positive for positive reduced energies. -/
theorem sinhProduct_pos {x1 x2 x3 : ℝ} (h1 : 0 < x1) (h2 : 0 < x2) (h3 : 0 < x3) :
    0 < sinhProduct x1 x2 x3 := by
  have s1 : 0 < Real.sinh (x1 / 2) := Real.sinh_pos_iff.mpr (half_pos h1)
  have s2 : 0 < Real.sinh (x2 / 2) := Real.sinh_pos_iff.mpr (half_pos h2)
  have s3 : 0 < Real.sinh (x3 / 2) := Real.sinh_pos_iff.mpr (half_pos h3)
  unfold sinhProduct
  positivity
```

For positive reduced energies each hyperbolic sine is positive, hence \(S>0\). This permits division by \(S\) later on.

## Closed forms for the two directions

```lean
/-- For positive reduced energies, the fusion factor is `exp(-d/2) / S` and the splitting factor
is `exp(d/2) / S`, where `d` is the energy mismatch. -/
theorem three_phonon_factors {x1 x2 x3 : ℝ} (h1 : 0 < x1) (h2 : 0 < x2) (h3 : 0 < x3) :
    fusion x1 x2 x3 = Real.exp (-mismatch x1 x2 x3 / 2) / sinhProduct x1 x2 x3 ∧
      splitting x1 x2 x3 = Real.exp (mismatch x1 x2 x3 / 2) / sinhProduct x1 x2 x3 := by
  have hS := (sinhProduct_pos h1 h2 h3).ne'
  obtain ⟨a1, b1⟩ := bose_mul_sinh h1.ne'
  obtain ⟨a2, b2⟩ := bose_mul_sinh h2.ne'
  obtain ⟨a3, b3⟩ := bose_mul_sinh h3.ne'
  -- distribute one factor 2 sinh(x/2) to each phonon
  constructor
  · rw [eq_div_iff hS]
    calc fusion x1 x2 x3 * sinhProduct x1 x2 x3
        = (bose x1 * (2 * Real.sinh (x1 / 2))) * (bose x2 * (2 * Real.sinh (x2 / 2))) *
            ((bose x3 + 1) * (2 * Real.sinh (x3 / 2))) := by
          unfold fusion sinhProduct
          ring
      _ = Real.exp (-mismatch x1 x2 x3 / 2) := by
          rw [a1, a2, b3, ← Real.exp_add, ← Real.exp_add]
          congr 1
          unfold mismatch
          ring
  · rw [eq_div_iff hS]
    calc splitting x1 x2 x3 * sinhProduct x1 x2 x3
        = ((bose x1 + 1) * (2 * Real.sinh (x1 / 2))) *
            ((bose x2 + 1) * (2 * Real.sinh (x2 / 2))) *
            (bose x3 * (2 * Real.sinh (x3 / 2))) := by
          unfold splitting sinhProduct
          ring
      _ = Real.exp (mismatch x1 x2 x3 / 2) := by
          rw [b1, b2, a3, ← Real.exp_add, ← Real.exp_add]
          congr 1
          unfold mismatch
          ring
```

For \(x_1,x_2,x_3>0\),

\[ F=\frac{e^{-d/2}}{S},\qquad R=\frac{e^{d/2}}{S}. \]

To derive them, give each phonon one factor \(2\sinh(x_i/2)\) from \(S\) and apply the single-phonon identities:

\[ FS=e^{-x_1/2}\,e^{-x_2/2}\,e^{x_3/2}=e^{-d/2}, \]
\[ RS=e^{x_1/2}\,e^{x_2/2}\,e^{-x_3/2}=e^{d/2}. \]

Each `calc` block is one of these lines. Its first step regroups the factors with `ring`, and its second inserts the exponentials and adds their exponents.

```lean
/-- For positive reduced energies, fusion and splitting balance exactly when the energy mismatch
is zero. -/
theorem detailed_balance_iff {x1 x2 x3 : ℝ} (h1 : 0 < x1) (h2 : 0 < x2) (h3 : 0 < x3) :
    fusion x1 x2 x3 = splitting x1 x2 x3 ↔ mismatch x1 x2 x3 = 0 := by
  obtain ⟨hf, hs⟩ := three_phonon_factors h1 h2 h3
  rw [hf, hs, div_left_inj' (sinhProduct_pos h1 h2 h3).ne', Real.exp_eq_exp]
  constructor <;> intro h <;> linarith
```

The symbol `↔` means "if and only if": \(F=R\) exactly when \(d=0\). Since \(S\neq0\), equality of the closed forms means \(e^{-d/2}=e^{d/2}\). The exponential is injective, so \(-d/2=d/2\), and thus \(d=0\). The converse reads the same steps backwards. In Lean, `div_left_inj'` cancels \(S\), `Real.exp_eq_exp` compares the exponents, and `linarith` settles the remaining linear equation.

The limit of small mismatch shows the relative size of the imbalance. The closed forms give

\[ \frac{R-F}{1/S}=2\sinh\frac{d}{2}\approx d \qquad (|d|\ll1), \]

so for a triple whose energy mismatch is small compared with \(k_BT\), \(F\) and \(R\) differ by only a small fraction of either. The difference \(R-F\) itself can still be large when the phonon energies are small, because \(S\) is then small.

## What a smearing function does

```lean
/-- A smearing function `g` of the mismatch makes the weighted net rate vanish for all positive
reduced energies exactly when `g` is zero at every nonzero mismatch. -/
theorem smearing_balances_iff (g : ℝ → ℝ) :
    (∀ x1 x2 x3 : ℝ, 0 < x1 → 0 < x2 → 0 < x3 →
      g (mismatch x1 x2 x3) * (fusion x1 x2 x3 - splitting x1 x2 x3) = 0) ↔
      ∀ d : ℝ, d ≠ 0 → g d = 0 := by
  constructor
  · intro h d hd
    -- three positive energies that realise the mismatch d
    have p1 : 0 < |d| + 1 := by positivity
    have p3 : 0 < |d| + 2 - d := by linarith [le_abs_self d]
    have hm : mismatch (|d| + 1) 1 (|d| + 2 - d) = d := by
      unfold mismatch
      ring
    rcases mul_eq_zero.mp (h _ _ _ p1 one_pos p3) with h0 | h0
    · rwa [hm] at h0
    · exact absurd (hm.symm.trans
        ((detailed_balance_iff p1 one_pos p3).mp (sub_eq_zero.mp h0))) hd
  · intro h x1 x2 x3 h1 h2 h3
    by_cases hd : mismatch x1 x2 x3 = 0
    · rw [sub_eq_zero.mpr ((detailed_balance_iff h1 h2 h3).mpr hd), mul_zero]
    · rw [h _ hd, zero_mul]
```

Here `g` is any real function of the mismatch, with no assumption of smoothness, sign or normalisation. The left side of the equivalence says that the weighted net rate \(g(d)(F-R)\) vanishes for every positive triple. The right side says that \(g(d)=0\) for every \(d\neq0\).

Suppose the net rate always vanishes, and take any \(d\neq0\). The energies

\[ x_1=|d|+1,\qquad x_2=1,\qquad x_3=|d|+2-d \]

are positive and have mismatch \(d\). Since \(F\neq R\) for this triple, \(g(d)\) must be zero. Conversely, if \(g\) vanishes away from zero, each triple has either \(d=0\), where \(F=R\), or \(d\neq0\), where \(g(d)=0\). The two bullets of the proof are these two directions.

A Gaussian or Lorentzian therefore violates detailed balance for some triples. If a phonon Boltzmann collision term is evaluated directly from \(F\) and \(R\) with a common broadening \(g\), a net equilibrium rate is left in each channel with \(d\neq0\), \(g(d)\neq0\) and a nonzero matrix element. Linearised calculations of thermal conductivity usually remove this equilibrium term by assuming exact balance before the delta function is broadened, so the leftover rate does not appear in them. The theorem treats one triple at a time and ranges over all positive energies; a particular mesh contains only finitely many triples, and sums over them are not considered. The Dirac delta is a distribution and not a function `ℝ → ℝ`, so it is not an instance of `g`.

The smearing could also have been modelled with separate weights, \(g_F\) for fusion and \(g_R\) for splitting. By the closed forms, balance for all positive triples would then require \(g_F(d)=e^{d}g_R(d)\) at every \(d\), a condition that peaks of finite width can satisfy.

## The geometric mean of the two directions

```lean
/-- For positive reduced energies, the geometric mean of the fusion and splitting factors is
`1 / S`, whatever the mismatch. -/
theorem geometric_mean {x1 x2 x3 : ℝ} (h1 : 0 < x1) (h2 : 0 < x2) (h3 : 0 < x3) :
    Real.sqrt (fusion x1 x2 x3 * splitting x1 x2 x3) = 1 / sinhProduct x1 x2 x3 := by
  obtain ⟨hf, hs⟩ := three_phonon_factors h1 h2 h3
  have hS := sinhProduct_pos h1 h2 h3
  have he : Real.exp (-mismatch x1 x2 x3 / 2) * Real.exp (mismatch x1 x2 x3 / 2) = 1 := by
    rw [← Real.exp_add, neg_div, neg_add_cancel, Real.exp_zero]
  have hp : fusion x1 x2 x3 * splitting x1 x2 x3 = (1 / sinhProduct x1 x2 x3) ^ 2 := by
    rw [hf, hs, div_mul_div_comm, he, div_pow, one_pow, sq]
  rw [hp, Real.sqrt_sq (one_div_pos.mpr hS).le]
```

In the product \(FR\) the two exponentials cancel, so the geometric mean is \(1/S\) whether or not energy is conserved:

\[ \sqrt{FR}=\sqrt{\frac{e^{-d/2}e^{d/2}}{S^2}}=\frac1S. \]

The last step uses \(S>0\). In the proof, `he` cancels the exponentials, `hp` writes the product as a square, and `Real.sqrt_sq` takes the root.

```lean
/-- For positive reduced energies, the geometric mean of the fusion and splitting factors is
unchanged by any permutation of the three phonons. -/
theorem geometric_mean_perm (x : Fin 3 → ℝ) (hx : ∀ i, 0 < x i) (σ : Equiv.Perm (Fin 3)) :
    Real.sqrt (fusion (x (σ 0)) (x (σ 1)) (x (σ 2)) *
        splitting (x (σ 0)) (x (σ 1)) (x (σ 2))) =
      Real.sqrt (fusion (x 0) (x 1) (x 2) * splitting (x 0) (x 1) (x 2)) := by
  have hS : ∀ y : Fin 3 → ℝ,
      sinhProduct (y 0) (y 1) (y 2) = 8 * ∏ i, Real.sinh (y i / 2) := by
    intro y
    rw [Fin.prod_univ_three]
    unfold sinhProduct
    ring
  have h : sinhProduct (x (σ 0)) (x (σ 1)) (x (σ 2)) = sinhProduct (x 0) (x 1) (x 2) :=
    (hS fun i => x (σ i)).trans ((congrArg (fun t : ℝ => 8 * t)
      (Equiv.prod_comp σ fun i => Real.sinh (x i / 2))).trans (hS x).symm)
  rw [geometric_mean (hx _) (hx _) (hx _), geometric_mean (hx _) (hx _) (hx _), h]
```

The three energies are now the values of one function `x` on `Fin 3`, whose elements are 0, 1 and 2. Thus `x 0`, `x 1` and `x 2` play the roles of \(x_1\), \(x_2\) and \(x_3\). The symbol `σ` is any permutation of the three labels.

Relabelling may change which phonon is the product of fusion, and with it \(d\), \(F\) and \(R\). The mean stays the same, because it equals \(1/S\) and \(S\) is 8 times a product over all three phonons. The auxiliary statement `hS` writes \(S\) in that form, and `Equiv.prod_comp` says that reordering a finite product does not change it.

## Any number of phonons

```lean
/-- When finitely many phonons of positive reduced energies `x` turn into finitely many of positive
reduced energies `y`, forward and reverse factors agree exactly when the total energies agree. -/
theorem multiphonon_balance_iff {ι κ : Type*} [Fintype ι] [Fintype κ] (x : ι → ℝ) (y : κ → ℝ)
    (hx : ∀ i, 0 < x i) (hy : ∀ j, 0 < y j) :
    (∏ i, bose (x i)) * ∏ j, (bose (y j) + 1) = (∏ i, (bose (x i) + 1)) * ∏ j, bose (y j) ↔
      ∑ i, x i = ∑ j, y j := by
  have hb : ∀ t : ℝ, 0 < t → 0 < bose t := fun t ht =>
    one_div_pos.mpr (sub_pos.mpr (Real.one_lt_exp_iff.mpr ht))
  have ex : ∏ i, (bose (x i) + 1) = Real.exp (∑ i, x i) * ∏ i, bose (x i) := by
    rw [Real.exp_sum, ← prod_mul_distrib]
    exact prod_congr rfl fun i _ => bose_add_one (hx i).ne'
  have ey : ∏ j, (bose (y j) + 1) = Real.exp (∑ j, y j) * ∏ j, bose (y j) := by
    rw [Real.exp_sum, ← prod_mul_distrib]
    exact prod_congr rfl fun j _ => bose_add_one (hy j).ne'
  have hP : 0 < (∏ i, bose (x i)) * ∏ j, bose (y j) :=
    mul_pos (prod_pos fun i _ => hb _ (hx i)) (prod_pos fun j _ => hb _ (hy j))
  rw [ex, ey]
  constructor
  · intro h
    -- cancel the common positive product of Bose factors
    have he : Real.exp (∑ j, y j) = Real.exp (∑ i, x i) :=
      mul_right_cancel₀ hP.ne' (by linear_combination h)
    exact (Real.exp_injective he).symm
  · intro h
    rw [h]
    ring

end

end PhononDetailedBalance
```

Let phonons with energies \(x_i\), labelled by a finite type `ι`, turn into phonons with energies \(y_j\), labelled by a finite type `κ`. All energies are positive. The theorem says

\[ \prod_i n(x_i)\prod_j\bigl(n(y_j)+1\bigr)=\prod_i\bigl(n(x_i)+1\bigr)\prod_j n(y_j) \iff \sum_i x_i=\sum_j y_j. \]

Put \(P=\prod_i n(x_i)\prod_j n(y_j)\), which is positive. Replacing every \(n+1\) by \(e^{x}n\), with the energy of the phonon concerned, turns the left side into \(e^{\sum_j y_j}P\) and the right side into \(e^{\sum_i x_i}P\). Cancelling \(P\) leaves two exponentials, which agree exactly when their exponents do. The steps `ex` and `ey` make the replacement, `hP` records \(P>0\), and `mul_right_cancel₀` does the cancelling.

With one phonon on each side, as in elastic scattering from a defect, the condition is \(x=y\). With no phonons at all, both products are 1 and both sums are 0, so the equivalence still holds.

```lean
#print axioms PhononDetailedBalance.detailed_balance_iff
-- 'PhononDetailedBalance.detailed_balance_iff' depends on axioms: [propext, Classical.choice, Quot.sound]
#print axioms PhononDetailedBalance.smearing_balances_iff
-- 'PhononDetailedBalance.smearing_balances_iff' depends on axioms: [propext, Classical.choice, Quot.sound]
#print axioms PhononDetailedBalance.geometric_mean_perm
-- 'PhononDetailedBalance.geometric_mean_perm' depends on axioms: [propext, Classical.choice, Quot.sound]
#print axioms PhononDetailedBalance.multiphonon_balance_iff
-- 'PhononDetailedBalance.multiphonon_balance_iff' depends on axioms: [propext, Classical.choice, Quot.sound]
```
